# A bound on the locality error by the product of two wave-function errors

The localized Hamiltonian enters here through one property and not through a formula: it is a symmetric operator G that acts on the trial state ψ as the original Hamiltonian H does,

Gψ = Hψ.

The familiar recipe, which replaces a nonlocal pseudopotential W by multiplication by Wψ/ψ, is then one case to be checked. For diffusion Monte Carlo with nonlocal pseudopotentials, the result bounds the energy error of this replacement in a finite-grid model without a fixed-node constraint.

The states live in an inner-product space `V` over 𝕜, which is ℝ or ℂ, of any dimension. The inner product ⟨x,y⟩, written `inner 𝕜 x y`, is conjugate-linear in its first argument. `IsSymmetric` means ⟨Ax,y⟩ = ⟨x,Ay⟩ for all x and y. Energies are real numbers, and `(E : 𝕜)` is the energy E read as a scalar of 𝕜.

```lean
import Mathlib

open scoped InnerProductSpace

namespace LocalityError

noncomputable section

section General

variable {𝕜 V : Type*} [RCLike 𝕜] [NormedAddCommGroup V] [InnerProductSpace 𝕜 V]
```

## The residual measures the energy difference

Let χ satisfy Gχ = Fχ, and let E be any real number. Replace Hψ by Gψ, then move G onto χ:

⟨χ,(H−E)ψ⟩ = ⟨χ,Gψ⟩ − E⟨χ,ψ⟩
= ⟨Gχ,ψ⟩ − E⟨χ,ψ⟩
= (F−E)⟨χ,ψ⟩.

The scalar F leaves the first slot conjugated, which changes nothing because F is real. The rewriting in `residual_overlap` follows these lines in the same order. H need not be symmetric yet, and E need not be an eigenvalue.

```lean
/-- If the symmetric operator `G` acts on the trial state `ψ` as `H` does, and `χ` is an
eigenvector of `G` with energy `F`, then the overlap of `χ` with the residual `(H - E) ψ` is
`(F - E) ⟨χ, ψ⟩`. -/
theorem residual_overlap {H G : V →ₗ[𝕜] V} {ψ χ : V} {F : ℝ} (E : ℝ)
    (hG : G.IsSymmetric) (hψ : G ψ = H ψ) (hχ : G χ = (F : 𝕜) • χ) :
    inner 𝕜 χ (H ψ - (E : 𝕜) • ψ) = ((F : 𝕜) - (E : 𝕜)) * inner 𝕜 χ ψ := by
  rw [inner_sub_right, ← hψ, ← hG χ ψ, hχ, inner_smul_left, inner_smul_right,
    RCLike.conj_ofReal]
  ring
```

## Subtracting the exact state on both sides

Now let H be symmetric with Hφ = Eφ. Since (H−E)φ = 0,

(H−E)(ψ−φ) = (H−E)ψ.

This is `hr` in the proof. Symmetry of H gives the companion fact `h0`:

⟨φ,(H−E)ψ⟩ = ⟨(H−E)φ,ψ⟩ = 0.

So φ can be subtracted in the left slot as well, and the residual formula becomes

(F−E)⟨χ,ψ⟩ = ⟨χ−φ,(H−E)(ψ−φ)⟩.

The right-hand side pairs the error of the localized eigenstate with the error of the trial state. None of the three vectors has to be normalised, and E need not be the lowest energy. The differences measure errors of the physical states only when the lengths and phases of the vectors are matched, since a nonzero multiple of φ describes the same state.

```lean
/-- Let `H` and `G` be symmetric and agree on the trial state `ψ`, with `H φ = E φ` and
`G χ = F χ`. Then the energy error times `⟨χ, ψ⟩` is the matrix element of `H - E` between the
wave-function errors `χ - φ` and `ψ - φ`. -/
theorem locality_error_identity {H G : V →ₗ[𝕜] V} {φ ψ χ : V} {E F : ℝ}
    (hH : H.IsSymmetric) (hG : G.IsSymmetric) (hψ : G ψ = H ψ)
    (hφ : H φ = (E : 𝕜) • φ) (hχ : G χ = (F : 𝕜) • χ) :
    ((F : 𝕜) - (E : 𝕜)) * inner 𝕜 χ ψ
      = inner 𝕜 (χ - φ) (H (ψ - φ) - (E : 𝕜) • (ψ - φ)) := by
  -- the exact state drops out on the right, because `(H - E) φ = 0`
  have hr : H (ψ - φ) - (E : 𝕜) • (ψ - φ) = H ψ - (E : 𝕜) • ψ := by
    rw [map_sub, hφ, smul_sub]
    abel
  -- and on the left, because `H` is symmetric
  have h0 : inner 𝕜 φ (H ψ - (E : 𝕜) • ψ) = 0 := by
    rw [inner_sub_right, ← hH φ ψ, hφ, inner_smul_left, inner_smul_right,
      RCLike.conj_ofReal, sub_self]
  rw [hr, inner_sub_left, h0, sub_zero, residual_overlap E hG hψ hχ]
```

## From the identity to a bound

Take absolute values, apply the Cauchy–Schwarz inequality, and use the definition of the operator norm:

|F−E| |⟨χ,ψ⟩| ≤ ‖χ−φ‖ ‖(H−E)(ψ−φ)‖
≤ ‖H−E‖ ‖χ−φ‖ ‖ψ−φ‖.

If ⟨χ,ψ⟩ ≠ 0, division gives

|F−E| ≤ ‖H−E‖ ‖χ−φ‖ ‖ψ−φ‖ / |⟨χ,ψ⟩|.

The proof first clears the denominator with `le_div_iff₀`; the `calc` block then takes absolute values, inserts the identity and applies the two inequalities. Here H must be bounded, hence its type `V →L[𝕜] V`; unbounded continuum Hamiltonians are not covered. The overlap condition says that the trial state has some component along the localized eigenstate.

For fixed H and E, and with |⟨χ,ψ⟩| bounded away from zero, the bound is of second order in the trial error if ‖χ−φ‖ is at most a constant times ‖ψ−φ‖. Such an estimate is neither assumed nor derived here.

```lean
/-- Let `H` (bounded) and `G` be symmetric and agree on `ψ`, with `H φ = E φ`, `G χ = F χ` and
`⟨χ, ψ⟩ ≠ 0`. Then the energy error is at most `‖H - E‖ ‖χ - φ‖ ‖ψ - φ‖ / |⟨χ, ψ⟩|`. -/
theorem locality_error_bound {H : V →L[𝕜] V} {G : V →ₗ[𝕜] V} {φ ψ χ : V} {E F : ℝ}
    (hH : (H : V →ₗ[𝕜] V).IsSymmetric) (hG : G.IsSymmetric) (hψ : G ψ = H ψ)
    (hφ : H φ = (E : 𝕜) • φ) (hχ : G χ = (F : 𝕜) • χ) (h : inner 𝕜 χ ψ ≠ 0) :
    |F - E| ≤ ‖H - (E : 𝕜) • ContinuousLinearMap.id 𝕜 V‖ * ‖χ - φ‖ * ‖ψ - φ‖
      / ‖inner 𝕜 χ ψ‖ := by
  have key := locality_error_identity (H := (H : V →ₗ[𝕜] V)) hH hG hψ hφ hχ
  rw [le_div_iff₀ (norm_pos_iff.mpr h)]
  calc |F - E| * ‖inner 𝕜 χ ψ‖ = ‖((F : 𝕜) - (E : 𝕜)) * inner 𝕜 χ ψ‖ := by
        rw [norm_mul, ← RCLike.ofReal_sub, RCLike.norm_ofReal]
    _ = ‖inner 𝕜 (χ - φ) ((H - (E : 𝕜) • ContinuousLinearMap.id 𝕜 V) (ψ - φ))‖ := by
        rw [key]
        rfl
    _ ≤ ‖χ - φ‖ * ‖(H - (E : 𝕜) • ContinuousLinearMap.id 𝕜 V) (ψ - φ)‖ :=
        norm_inner_le_norm _ _
    _ ≤ ‖χ - φ‖ * (‖H - (E : 𝕜) • ContinuousLinearMap.id 𝕜 V‖ * ‖ψ - φ‖) :=
        mul_le_mul_of_nonneg_left (ContinuousLinearMap.le_opNorm _ _) (norm_nonneg _)
    _ = _ := by ring

end General
```

The residual formula also compares F with the variational energy of the trial state, Eᵥ = ⟨ψ,Hψ⟩/⟨ψ,ψ⟩, for symmetric H. By construction ⟨ψ,(H−Eᵥ)ψ⟩ = 0, so ψ can be subtracted in the left slot:

(F−Eᵥ)⟨χ,ψ⟩ = ⟨χ−ψ,(H−Eᵥ)ψ⟩.

For normalised ψ, the norm ‖(H−Eᵥ)ψ‖ is the energy standard deviation σ of the trial state, and therefore |F−Eᵥ| ≤ σ‖χ−ψ‖/|⟨χ,ψ⟩| whenever ⟨χ,ψ⟩ ≠ 0. This comparison is derived only in prose.

## Localizing a nonlocal operator on a grid

Let the wave functions be real functions on a finite set `n` of grid points, with inner product Σᵢ x(i)y(i). The localized form of W multiplies by a potential built from the trial function:

v(i) = (Wψ)(i)/ψ(i), (W_loc x)(i) = v(i)x(i).

In Lean, W_loc is `localized W ψ`. The two proof fields check that it is linear in x, with ψ held fixed.

```lean
section Grid

variable {n : Type*} [Fintype n]

/-- The localized form of a nonlocal operator `W` on a grid: multiplication by the local
potential `(W ψ)(i) / ψ(i)`, meant for trial functions `ψ` without zeros. -/
def localized (W : EuclideanSpace ℝ n →L[ℝ] EuclideanSpace ℝ n) (ψ : EuclideanSpace ℝ n) :
    EuclideanSpace ℝ n →ₗ[ℝ] EuclideanSpace ℝ n where
  toFun x := WithLp.toLp 2 (fun i => W ψ i / ψ i * x i)
  map_add' x y := by
    ext i
    change W ψ i / ψ i * (x i + y i) = W ψ i / ψ i * x i + W ψ i / ψ i * y i
    ring
  map_smul' c x := by
    ext i
    change W ψ i / ψ i * (c * x i) = c * (W ψ i / ψ i * x i)
    ring
```

Multiplication by a real function is symmetric, since each term of the inner product can be regrouped:

Σᵢ (v(i)x(i))y(i) = Σᵢ x(i)(v(i)y(i)).

The proof compares the two sums term by term.

```lean
/-- The localized operator is symmetric. -/
theorem localized_symmetric (W : EuclideanSpace ℝ n →L[ℝ] EuclideanSpace ℝ n)
    (ψ : EuclideanSpace ℝ n) : (localized W ψ).IsSymmetric := by
  intro x y
  rw [PiLp.inner_apply, PiLp.inner_apply]
  refine Finset.sum_congr rfl fun i _ => ?_
  change inner ℝ (W ψ i / ψ i * x i) (y i) = inner ℝ (x i) (W ψ i / ψ i * y i)
  simp only [RCLike.inner_apply, conj_trivial]
  ring
```

Where ψ(i) ≠ 0, the denominator cancels:

(W_loc ψ)(i) = ((Wψ)(i)/ψ(i))ψ(i) = (Wψ)(i).

The trial function may change sign between grid points, but it may not vanish on one.

```lean
omit [Fintype n] in
/-- On a trial function without zeros, the localized operator acts as the nonlocal one. -/
theorem localized_trial (W : EuclideanSpace ℝ n →L[ℝ] EuclideanSpace ℝ n)
    {ψ : EuclideanSpace ℝ n} (hψ : ∀ i, ψ i ≠ 0) : localized W ψ ψ = W ψ := by
  ext i
  change W ψ i / ψ i * ψ i = W ψ i
  exact div_mul_cancel₀ _ (hψ i)
```

Now split the Hamiltonian as H = T + W, where T holds the kinetic energy and any local potentials, and set G = T + W_loc. Both are symmetric as sums of symmetric operators, and

Gψ = Tψ + W_loc ψ = Tψ + Wψ = Hψ.

These three facts are `hH`, `hG` and `hGψ` in the proof, and the general bound then applies. In the statement, `hφ` and `hχ` are the two eigenvalue equations.

The prefactor contains ‖T+W−E‖. For a finite-difference kinetic energy this norm grows as the grid is refined, so the estimate does not pass uniformly to the continuum.

```lean
/-- Locality approximation on a grid: `T` and `W` are symmetric, `ψ` has no zeros, `φ` is an
eigenvector of `T + W` with energy `E`, and `χ`, not orthogonal to `ψ`, is one of `T` plus the
localized `W` with energy `F`. Then `|F - E|` is bounded by the product of the errors of `χ`
and `ψ`, times `‖T + W - E‖ / |⟨χ, ψ⟩|`. -/
theorem pseudopotential_error_bound {T W : EuclideanSpace ℝ n →L[ℝ] EuclideanSpace ℝ n}
    {φ ψ χ : EuclideanSpace ℝ n} {E F : ℝ}
    (hT : (T : EuclideanSpace ℝ n →ₗ[ℝ] EuclideanSpace ℝ n).IsSymmetric)
    (hW : (W : EuclideanSpace ℝ n →ₗ[ℝ] EuclideanSpace ℝ n).IsSymmetric)
    (hψ : ∀ i, ψ i ≠ 0) (hφ : T φ + W φ = E • φ)
    (hχ : T χ + localized W ψ χ = F • χ) (h : inner ℝ χ ψ ≠ 0) :
    |F - E| ≤ ‖T + W - E • ContinuousLinearMap.id ℝ (EuclideanSpace ℝ n)‖
      * ‖χ - φ‖ * ‖ψ - φ‖ / |inner ℝ χ ψ| := by
  have hH : ((T + W : EuclideanSpace ℝ n →L[ℝ] EuclideanSpace ℝ n) :
      EuclideanSpace ℝ n →ₗ[ℝ] EuclideanSpace ℝ n).IsSymmetric := by
    intro x y
    change inner ℝ (T x + W x) y = inner ℝ x (T y + W y)
    rw [inner_add_left, inner_add_right]
    exact congrArg₂ (· + ·) (hT x y) (hW x y)
  have hG : ((T : EuclideanSpace ℝ n →ₗ[ℝ] EuclideanSpace ℝ n)
      + localized W ψ).IsSymmetric := by
    intro x y
    change inner ℝ (T x + localized W ψ x) y = inner ℝ x (T y + localized W ψ y)
    rw [inner_add_left, inner_add_right]
    exact congrArg₂ (· + ·) (hT x y) (localized_symmetric W ψ x y)
  have hGψ : ((T : EuclideanSpace ℝ n →ₗ[ℝ] EuclideanSpace ℝ n) + localized W ψ) ψ
      = (T + W) ψ := by
    change T ψ + localized W ψ ψ = T ψ + W ψ
    rw [localized_trial W hψ]
  exact locality_error_bound (𝕜 := ℝ) hH hG hGψ hφ hχ h

end Grid
```

## Two sites where the localized energy is too low

A particle hopping between two sites gives a small test of the bound. Number the components 0 and 1, and let

Hx = (−x₁, −x₀).

The whole hopping operator plays the part of W, and T = 0.

```lean
section TwoSites

/-- Hopping between two sites with amplitude `-1`. -/
def hop : EuclideanSpace ℝ (Fin 2) →L[ℝ] EuclideanSpace ℝ (Fin 2) :=
  LinearMap.toContinuousLinearMap
    { toFun := fun x => !₂[-x 1, -x 0]
      map_add' := fun x y => by ext i; fin_cases i <;> simp <;> ring
      map_smul' := fun c x => by ext i; fin_cases i <;> simp }
```

The exact state is φ = (3,3), or (1,1)/√2 when normalised. It satisfies Hφ = (−3,−3) = −φ, so E = −1.

```lean
/-- The vector `(3, 3)`, used as the exact state `φ`. -/
def exactState : EuclideanSpace ℝ (Fin 2) := !₂[3, 3]
```

The trial state is ψ = (2,4), or (1,2)/√5 when normalised. Since Hψ = (−4,−2), the local potential is

v = (−4/2, −2/4) = (−2, −1/2).

```lean
/-- The vector `(2, 4)`, used as the trial state `ψ`. -/
def trialState : EuclideanSpace ℝ (Fin 2) := !₂[2, 4]
```

The localized operator is diagonal with these entries. Its lowest state lies on site 0; take χ = (6,0), which is (1,0) when normalised. Then F = −2.

```lean
/-- The vector `(6, 0)`, used as the eigenvector `χ` of the localized operator. -/
def localizedState : EuclideanSpace ℝ (Fin 2) := !₂[6, 0]
```

The remaining computations use components:

⟨x,y⟩ = x₀y₀ + x₁y₁.

```lean
/-- The inner product of two real two-site states in components. -/
theorem inner_two (x y : EuclideanSpace ℝ (Fin 2)) :
    inner ℝ x y = x 0 * y 0 + x 1 * y 1 := by
  rw [PiLp.inner_apply, Fin.sum_univ_two]
  simp only [RCLike.inner_apply, conj_trivial]
  ring
```

Setting y = x gives the squared norm:

‖x‖² = x₀² + x₁².

```lean
/-- The squared norm of a real two-site state in components. -/
theorem norm_sq_two (x : EuclideanSpace ℝ (Fin 2)) : ‖x‖ ^ 2 = x 0 ^ 2 + x 1 ^ 2 := by
  rw [← real_inner_self_eq_norm_sq, inner_two]
  ring
```

No state has a mean energy below −1 under the original hopping operator, because

⟨x,Hx⟩ + ‖x‖² = −2x₀x₁ + x₀² + x₁² = (x₀−x₁)² ≥ 0.

The localized operator nevertheless has the eigenvalue −2, so the localized energy is not an upper bound to the exact ground-state energy. `two_site_witness` collects the symmetry of H, the two eigenvalue equations and this lower bound; the square above is the hint given to `nlinarith`.

```lean
/-- Two-site hopping is symmetric, has the eigenvector `(3, 3)` with energy `-1`, and no state
has a lower mean energy; yet its form localized with `(2, 4)` has the eigenvector `(6, 0)` with
energy `-2`. -/
theorem two_site_witness :
    (hop : EuclideanSpace ℝ (Fin 2) →ₗ[ℝ] EuclideanSpace ℝ (Fin 2)).IsSymmetric ∧
    hop exactState = (-1 : ℝ) • exactState ∧
    localized hop trialState localizedState = (-2 : ℝ) • localizedState ∧
    ∀ x, -1 * ‖x‖ ^ 2 ≤ inner ℝ x (hop x) := by
  refine ⟨fun x y => ?_, ?_, ?_, fun x => ?_⟩
  · change inner ℝ (hop x) y = inner ℝ x (hop y)
    rw [inner_two, inner_two]
    change -x 1 * y 0 + -x 0 * y 1 = x 0 * -y 1 + x 1 * -y 0
    ring
  · ext i
    fin_cases i <;> simp [hop, exactState]
  · ext i
    fin_cases i <;> simp [localized, hop, trialState, localizedState]
    norm_num
  · rw [inner_two, norm_sq_two]
    change -1 * (x 0 ^ 2 + x 1 ^ 2) ≤ x 0 * -x 1 + x 1 * -x 0
    nlinarith [sq_nonneg (x 0 - x 1)]
```

The same states attain equality in the error bound. The wave-function errors are

χ−φ = (3,−3), ψ−φ = (−1,1),

with norms √18 and √2, whose product is 6. The overlap is ⟨χ,ψ⟩ = 12. For the operator norm, (H−E)x = (x₀−x₁, x₁−x₀), and

4‖x‖² − ‖(H−E)x‖² = 2(x₀+x₁)² ≥ 0,

so ‖H−E‖ ≤ 2. The right-hand side of the bound is therefore at most 2·6/12 = 1, while |F−E| = 1.

The proof of `error_bound_sharp` joins two inequalities. The grid theorem gives `h`, that the energy error is at most the right-hand side; `hA` and `hprod` supply the norm estimate and the product 6 for the reverse direction. Hence no constant factor below 1 could be put in front of the general bound.

Equality depends on the chosen lengths of the vectors. With all three states normalised and their signs kept, the right-hand side is about 1.10, while the energy error is still 1.

```lean
/-- For two-site hopping with these three states, the bound on the locality error holds with
equality. -/
theorem error_bound_sharp :
    |(-2 : ℝ) - (-1)| =
      ‖hop - (-1 : ℝ) • ContinuousLinearMap.id ℝ (EuclideanSpace ℝ (Fin 2))‖
        * ‖localizedState - exactState‖ * ‖trialState - exactState‖
        / |inner ℝ localizedState trialState| := by
  obtain ⟨hs, hφ, hχ, -⟩ := two_site_witness
  have hin : inner ℝ localizedState trialState = (12 : ℝ) := by
    rw [inner_two]
    norm_num [localizedState, trialState]
  have h := pseudopotential_error_bound (T := 0) (W := hop) (φ := exactState)
    (ψ := trialState) (χ := localizedState) (E := -1) (F := -2)
    (fun x y => by simp) hs (fun i => by fin_cases i <;> simp [trialState])
    (by simpa using hφ) (by simpa using hχ) (by rw [hin]; norm_num)
  rw [zero_add] at h
  -- the operator norm of `H - E` is at most 2
  have hA : ‖hop - (-1 : ℝ) • ContinuousLinearMap.id ℝ (EuclideanSpace ℝ (Fin 2))‖ ≤ 2 := by
    refine ContinuousLinearMap.opNorm_le_bound _ (by norm_num) fun x => ?_
    refine (le_abs_self _).trans (abs_le_of_sq_le_sq ?_ (by positivity))
    rw [mul_pow, norm_sq_two, norm_sq_two]
    change (-x 1 - -1 * x 0) ^ 2 + (-x 0 - -1 * x 1) ^ 2 ≤ 2 ^ 2 * (x 0 ^ 2 + x 1 ^ 2)
    nlinarith [sq_nonneg (x 0 + x 1)]
  -- the two wave-function errors have norms with product 6
  have hprod : ‖localizedState - exactState‖ * ‖trialState - exactState‖ = 6 := by
    have hsq : (‖localizedState - exactState‖ * ‖trialState - exactState‖) ^ 2 = 36 := by
      rw [mul_pow, norm_sq_two, norm_sq_two]
      norm_num [localizedState, exactState, trialState]
    have hpos : 0 ≤ ‖localizedState - exactState‖ * ‖trialState - exactState‖ := by
      positivity
    nlinarith
  have h1 : |(-2 : ℝ) - (-1)| = 1 := by norm_num
  have h12 : |(12 : ℝ)| = 12 := by norm_num
  refine le_antisymm h ?_
  rw [hin, mul_assoc, hprod, h1, h12]
  linarith

end TwoSites

end

end LocalityError
```

```lean
#print axioms LocalityError.error_bound_sharp
-- 'LocalityError.error_bound_sharp' depends on axioms: [propext, Classical.choice, Quot.sound]
```
